# The McWeeny map amplifies differences by at most 6M + 6M² on elements of norm at most M

If two elements $X$ and $Y$ of a normed ring satisfy $\|X\|\le M$ and $\|Y\|\le M$, then the McWeeny map $f(X)=3X^2-2X^3$ satisfies $\|f(X)-f(Y)\|\le(6M+6M^2)\,\|X-Y\|$, whether or not $X$ and $Y$ commute. For purification with truncation, this bounds how much one step can enlarge an error already present, as long as the matrices stay within the norm bound.

```lean
import Mathlib

open Finset

namespace McWeenyTruncation

noncomputable section

/-- The McWeeny purification map `f(X) = 3X² - 2X³`. -/
def mcweeny {R : Type*} [Ring R] (X : R) : R := 3 * X ^ 2 - 2 * X ^ 3

/-- The upper bound `6M + 6M²` on the error amplification for matrices of norm at most `M`. -/
def lipConst (M : ℝ) : ℝ := 6 * M + 6 * M ^ 2

/-- Purification with truncation: each McWeeny step is followed by the truncation
map `T k` of that step. -/
def truncIter {R : Type*} [Ring R] (T : ℕ → R → R) (Y₀ : R) : ℕ → R
  | 0 => Y₀
  | n + 1 => T n (mcweeny (truncIter T Y₀ n))

/-- The part `P E (1 - P) + (1 - P) E P` of a perturbation `E` that couples the
occupied and virtual spaces of `P`. -/
def offDiag {R : Type*} [Ring R] (P E : R) : R := P * E * (1 - P) + (1 - P) * E * P

variable {R : Type*}

/-- The norm of `3A - 2B` is at most `3‖A‖ + 2‖B‖`. -/
theorem norm_three_sub_two_le [NormedRing R] (A B : R) :
    ‖3 * A - 2 * B‖ ≤ 3 * ‖A‖ + 2 * ‖B‖ := by
  have h3 : (3 : R) * A = A + A + A := by
    rw [show (3 : R) = 1 + 1 + 1 by norm_num, add_mul, add_mul, one_mul]
  rw [h3, two_mul B]
  have h1 := norm_sub_le (A + A + A) (B + B)
  have h2 := norm_add_le (A + A) A
  have h4 := norm_add_le A A
  have h5 := norm_add_le B B
  linarith

/-- For `X`, `Y` of norm at most `M`, the powers satisfy
`‖Xⁿ⁺¹ - Yⁿ⁺¹‖ ≤ (n + 1) Mⁿ ‖X - Y‖`, whether or not `X` and `Y` commute. -/
theorem norm_pow_succ_sub_le [NormedRing R] {X Y : R} {M : ℝ}
    (hX : ‖X‖ ≤ M) (hY : ‖Y‖ ≤ M) (n : ℕ) :
    ‖X ^ (n + 1) - Y ^ (n + 1)‖ ≤ ((n : ℝ) + 1) * M ^ n * ‖X - Y‖ := by
  have hM : 0 ≤ M := (norm_nonneg X).trans hX
  induction n with
  | zero => simp
  | succ n ih =>
    -- replace one factor at a time, keeping the order of the factors
    have hsplit : X ^ (n + 1 + 1) - Y ^ (n + 1 + 1)
        = X * (X ^ (n + 1) - Y ^ (n + 1)) + (X - Y) * Y ^ (n + 1) := by
      rw [pow_succ' X (n + 1), pow_succ' Y (n + 1), mul_sub, sub_mul]
      abel
    have hYp : ‖Y ^ (n + 1)‖ ≤ M ^ (n + 1) :=
      (norm_pow_le' Y (Nat.succ_pos n)).trans (pow_le_pow_left₀ (norm_nonneg Y) hY _)
    have h1 : ‖X * (X ^ (n + 1) - Y ^ (n + 1))‖ ≤ M * (((n : ℝ) + 1) * M ^ n * ‖X - Y‖) :=
      (norm_mul_le _ _).trans (mul_le_mul hX ih (norm_nonneg _) hM)
    have h2 : ‖(X - Y) * Y ^ (n + 1)‖ ≤ ‖X - Y‖ * M ^ (n + 1) :=
      (norm_mul_le _ _).trans (mul_le_mul_of_nonneg_left hYp (norm_nonneg _))
    calc ‖X ^ (n + 1 + 1) - Y ^ (n + 1 + 1)‖
        ≤ M * (((n : ℝ) + 1) * M ^ n * ‖X - Y‖) + ‖X - Y‖ * M ^ (n + 1) := by
          rw [hsplit]
          exact (norm_add_le _ _).trans (add_le_add h1 h2)
      _ = (((n + 1 : ℕ) : ℝ) + 1) * M ^ (n + 1) * ‖X - Y‖ := by
          push_cast
          ring

/-- Main result: on elements of norm at most `M` of a normed ring, one McWeeny step multiplies the
norm of a difference `X - Y` by at most `6M + 6M²`. -/
theorem norm_mcweeny_sub_le [NormedRing R] {X Y : R} {M : ℝ}
    (hX : ‖X‖ ≤ M) (hY : ‖Y‖ ≤ M) :
    ‖mcweeny X - mcweeny Y‖ ≤ (6 * M + 6 * M ^ 2) * ‖X - Y‖ := by
  have h2 : ‖X ^ 2 - Y ^ 2‖ ≤ 2 * M * ‖X - Y‖ :=
    (norm_pow_succ_sub_le hX hY 1).trans_eq (by ring1)
  have h3 : ‖X ^ 3 - Y ^ 3‖ ≤ 3 * M ^ 2 * ‖X - Y‖ :=
    (norm_pow_succ_sub_le hX hY 2).trans_eq (by ring1)
  -- collect the quadratic and the cubic differences
  have hsplit : mcweeny X - mcweeny Y = 3 * (X ^ 2 - Y ^ 2) - 2 * (X ^ 3 - Y ^ 3) := by
    unfold mcweeny
    rw [mul_sub, mul_sub]
    abel
  calc ‖mcweeny X - mcweeny Y‖
      ≤ 3 * ‖X ^ 2 - Y ^ 2‖ + 2 * ‖X ^ 3 - Y ^ 3‖ := by
        rw [hsplit]
        exact norm_three_sub_two_le _ _
    _ ≤ 3 * (2 * M * ‖X - Y‖) + 2 * (3 * M ^ 2 * ‖X - Y‖) := by linarith
    _ = (6 * M + 6 * M ^ 2) * ‖X - Y‖ := by ring

/-- Sharpness: any constant `L` that bounds the amplification of the McWeeny map on
all real numbers of size at most `M > 0` is at least `6M + 6M²`. -/
theorem lipConst_sharp {M L : ℝ} (hM : 0 < M)
    (hL : ∀ x y : ℝ, ‖x‖ ≤ M → ‖y‖ ≤ M → ‖mcweeny x - mcweeny y‖ ≤ L * ‖x - y‖) :
    lipConst M ≤ L := by
  -- compare the points `-M` and `-M + t`
  have key : ∀ t : ℝ, 0 < t → t ≤ M → lipConst M - (3 + 6 * M) * t ≤ L := by
    intro t ht htM
    have hx : ‖(-M : ℝ)‖ ≤ M := by
      rw [Real.norm_eq_abs]
      exact abs_le.mpr ⟨by linarith, by linarith⟩
    have hy : ‖(-M + t : ℝ)‖ ≤ M := by
      rw [Real.norm_eq_abs]
      exact abs_le.mpr ⟨by linarith, by linarith⟩
    have h := hL (-M) (-M + t) hx hy
    have hd : ‖-M - (-M + t)‖ = t := by
      rw [Real.norm_eq_abs, show -M - (-M + t) = -t by ring, abs_neg, abs_of_pos ht]
    have hf : mcweeny (-M) - mcweeny (-M + t)
        = (lipConst M - (3 + 6 * M) * t + 2 * t ^ 2) * t := by
      unfold mcweeny lipConst
      ring
    rw [hd, hf, Real.norm_eq_abs] at h
    have h' := (le_abs_self _).trans h
    have h'' := le_of_mul_le_mul_right h' ht
    nlinarith [sq_nonneg t]
  -- a small enough `t` excludes `L < 6M + 6M²`
  by_contra hcon
  have hlt : L < lipConst M := not_le.mp hcon
  have hc : 0 < 2 * (3 + 6 * M) := by positivity
  obtain ⟨t, ht, htM, ht2⟩ :
      ∃ t : ℝ, 0 < t ∧ t ≤ M ∧ t ≤ (lipConst M - L) / (2 * (3 + 6 * M)) :=
    ⟨min M ((lipConst M - L) / (2 * (3 + 6 * M))),
      lt_min hM (div_pos (sub_pos.mpr hlt) hc), min_le_left _ _, min_le_right _ _⟩
  rw [le_div_iff₀ hc] at ht2
  have h := key t ht htM
  nlinarith

/-- One truncated step: if `Y'` lies within `ε` of `f(Y)`, then its distance to `f(X)`
is at most `(6M + 6M²) ‖Y - X‖ + ε`. -/
theorem truncation_step [NormedRing R] {X Y Y' : R} {M ε : ℝ}
    (hX : ‖X‖ ≤ M) (hY : ‖Y‖ ≤ M) (hE : ‖Y' - mcweeny Y‖ ≤ ε) :
    ‖Y' - mcweeny X‖ ≤ lipConst M * ‖Y - X‖ + ε := by
  have h : ‖mcweeny Y - mcweeny X‖ ≤ lipConst M * ‖Y - X‖ := norm_mcweeny_sub_le hY hX
  have hsplit : Y' - mcweeny X = (Y' - mcweeny Y) + (mcweeny Y - mcweeny X) := by abel
  have htri := norm_add_le (Y' - mcweeny Y) (mcweeny Y - mcweeny X)
  rw [hsplit]
  linarith

/-- Accumulated truncation error: if every truncation moves its argument by at most `ε`
and the first `n` exact and truncated iterates have norm at most `M`, the error after
`n` steps is at most `Lⁿ ‖Y₀ - X₀‖ + ε ∑_{k<n} Lᵏ` with `L = 6M + 6M²`. -/
theorem accumulated_error [NormedRing R] (T : ℕ → R → R) (X₀ Y₀ : R) {M ε : ℝ}
    (hT : ∀ k Z, ‖T k Z - Z‖ ≤ ε) (n : ℕ)
    (hX : ∀ k < n, ‖mcweeny^[k] X₀‖ ≤ M) (hY : ∀ k < n, ‖truncIter T Y₀ k‖ ≤ M) :
    ‖truncIter T Y₀ n - mcweeny^[n] X₀‖
      ≤ lipConst M ^ n * ‖Y₀ - X₀‖ + ε * ∑ k ∈ range n, lipConst M ^ k := by
  induction n with
  | zero => simp [truncIter]
  | succ n ih =>
    have ih' := ih (fun k hk => hX k (Nat.lt_succ_of_lt hk))
      (fun k hk => hY k (Nat.lt_succ_of_lt hk))
    have hXn := hX n (Nat.lt_succ_self n)
    have hYn := hY n (Nat.lt_succ_self n)
    have hM : 0 ≤ M := (norm_nonneg _).trans hXn
    have hL : 0 ≤ lipConst M := by
      unfold lipConst
      positivity
    have hg : ∑ k ∈ range (n + 1), lipConst M ^ k
        = lipConst M * ∑ k ∈ range n, lipConst M ^ k + 1 := geom_sum_succ
    have hrec : truncIter T Y₀ (n + 1) = T n (mcweeny (truncIter T Y₀ n)) := rfl
    -- the old error is amplified by `L` and a fresh truncation error is added
    have step := truncation_step hXn hYn (hT n (mcweeny (truncIter T Y₀ n)))
    have amp := mul_le_mul_of_nonneg_left ih' hL
    rw [Function.iterate_succ_apply', hg, hrec]
    calc ‖T n (mcweeny (truncIter T Y₀ n)) - mcweeny (mcweeny^[n] X₀)‖
        ≤ lipConst M * (lipConst M ^ n * ‖Y₀ - X₀‖
            + ε * ∑ k ∈ range n, lipConst M ^ k) + ε := by linarith
      _ = lipConst M ^ (n + 1) * ‖Y₀ - X₀‖
            + ε * (lipConst M * ∑ k ∈ range n, lipConst M ^ k + 1) := by ring

/-- The distance of the `n`-th truncated iterate to an idempotent `P` of norm at most `M`
is at most `Lⁿ ‖Y₀ - P‖ + ε ∑_{k<n} Lᵏ` with `L = 6M + 6M²`, when the earlier iterates
have norm at most `M` and each truncation moves its argument by at most `ε`. -/
theorem distance_to_idempotent [NormedRing R] (T : ℕ → R → R) (P Y₀ : R) {M ε : ℝ}
    (hP : P * P = P) (hPM : ‖P‖ ≤ M) (hT : ∀ k Z, ‖T k Z - Z‖ ≤ ε) (n : ℕ)
    (hY : ∀ k < n, ‖truncIter T Y₀ k‖ ≤ M) :
    ‖truncIter T Y₀ n - P‖
      ≤ lipConst M ^ n * ‖Y₀ - P‖ + ε * ∑ k ∈ range n, lipConst M ^ k := by
  -- the exact iteration started at `P` stays at `P`
  have hfix : mcweeny P = P := by
    have h : mcweeny P = 3 * (P * P) - 2 * (P * P * P) := by
      unfold mcweeny
      noncomm_ring
    rw [h]
    simp only [hP]
    noncomm_ring
  have hiter : ∀ k, mcweeny^[k] P = P := fun k => Function.iterate_fixed hfix k
  have h := accumulated_error T P Y₀ hT n (fun k _ => by rw [hiter k]; exact hPM) hY
  rwa [hiter n] at h

/-- Exact expansion of the McWeeny map around an idempotent `P`: the term linear in the
perturbation `E` is its occupied-virtual part, followed by quadratic and cubic terms. -/
theorem mcweeny_expansion [Ring R] {P : R} (hP : P * P = P) (E : R) :
    mcweeny (P + E) = P + offDiag P E
      + (3 * (E * E) - 2 * (P * E * E + E * P * E + E * E * P + E * E * E)) := by
  have h : mcweeny (P + E) = 3 * (P * P) - 2 * (P * P * P) + 3 * (P * E + E * P)
      - 2 * (P * P * E + P * E * P + E * (P * P))
      + (3 * (E * E) - 2 * (P * E * E + E * P * E + E * E * P + E * E * E)) := by
    unfold mcweeny
    noncomm_ring
  rw [h]
  -- idempotency collapses the repeated factors of `P`
  simp only [hP]
  unfold offDiag
  noncomm_ring

/-- Around an idempotent `P`, the purified matrix `f(P + E)` differs from
`P + P E (1 - P) + (1 - P) E P` by at most `(3 + 6‖P‖) ‖E‖² + 2‖E‖³`. -/
theorem norm_remainder_le [NormedRing R] {P : R} (hP : P * P = P) (E : R) :
    ‖mcweeny (P + E) - (P + offDiag P E)‖ ≤ (3 + 6 * ‖P‖) * ‖E‖ ^ 2 + 2 * ‖E‖ ^ 3 := by
  have triple : ∀ a b c : R, ‖a * b * c‖ ≤ ‖a‖ * ‖b‖ * ‖c‖ := fun a b c =>
    (norm_mul_le _ _).trans (mul_le_mul_of_nonneg_right (norm_mul_le _ _) (norm_nonneg _))
  have hrem : mcweeny (P + E) - (P + offDiag P E)
      = 3 * (E * E) - 2 * (P * E * E + E * P * E + E * E * P + E * E * E) := by
    rw [mcweeny_expansion hP E]
    exact add_sub_cancel_left _ _
  have h0 := norm_three_sub_two_le (E * E) (P * E * E + E * P * E + E * E * P + E * E * E)
  have h1 := norm_add_le (P * E * E + E * P * E + E * E * P) (E * E * E)
  have h2 := norm_add_le (P * E * E + E * P * E) (E * E * P)
  have h3 := norm_add_le (P * E * E) (E * P * E)
  have h4 := norm_mul_le E E
  have h5 := triple P E E
  have h6 := triple E P E
  have h7 := triple E E P
  have h8 := triple E E E
  rw [hrem]
  calc ‖3 * (E * E) - 2 * (P * E * E + E * P * E + E * E * P + E * E * E)‖
      ≤ 3 * (‖E‖ * ‖E‖) + 2 * (‖P‖ * ‖E‖ * ‖E‖ + ‖E‖ * ‖P‖ * ‖E‖ + ‖E‖ * ‖E‖ * ‖P‖
          + ‖E‖ * ‖E‖ * ‖E‖) := by linarith
    _ = (3 + 6 * ‖P‖) * ‖E‖ ^ 2 + 2 * ‖E‖ ^ 3 := by ring

/-- The density matrix of a two-orbital system with the first orbital occupied. -/
def occ : Matrix (Fin 2) (Fin 2) ℝ := !![1, 0; 0, 0]

/-- A perturbation that couples the two orbitals. -/
def coupling : Matrix (Fin 2) (Fin 2) ℝ := !![0, 1; 1, 0]

/-- The matrix `occ` is idempotent, does not commute with `coupling`, and `coupling`
equals its own occupied-virtual part with respect to `occ`. -/
theorem idempotent_witness :
    occ * occ = occ ∧ occ * coupling ≠ coupling * occ ∧ offDiag occ coupling = coupling := by
  refine ⟨?_, ?_, ?_⟩
  · ext i j
    fin_cases i <;> fin_cases j <;> simp [occ, Matrix.mul_apply, Fin.sum_univ_succ]
  · intro h
    have h01 := congrFun (congrFun h 0) 1
    simp [occ, coupling, Matrix.mul_apply, Fin.sum_univ_succ] at h01
  · have h : offDiag occ coupling = occ * coupling + coupling * occ
        - occ * coupling * occ - occ * coupling * occ := by
      unfold offDiag
      noncomm_ring
    rw [h]
    ext i j
    fin_cases i <;> fin_cases j <;> simp [occ, coupling]

end

end McWeenyTruncation
```

```lean
#print axioms McWeenyTruncation.norm_mcweeny_sub_le
-- 'McWeenyTruncation.norm_mcweeny_sub_le' depends on axioms: [propext, Classical.choice, Quot.sound]
#print axioms McWeenyTruncation.lipConst_sharp
-- 'McWeenyTruncation.lipConst_sharp' depends on axioms: [propext, Classical.choice, Quot.sound]
#print axioms McWeenyTruncation.distance_to_idempotent
-- 'McWeenyTruncation.distance_to_idempotent' depends on axioms: [propext, Classical.choice, Quot.sound]
#print axioms McWeenyTruncation.norm_remainder_le
-- 'McWeenyTruncation.norm_remainder_le' depends on axioms: [propext, Classical.choice, Quot.sound]
```

## Matrices, norms and truncations

The main theorem is `norm_mcweeny_sub_le`. Its ring `R` stands for the matrices in which the density matrix lives, and `NormedRing R` supplies a norm with $\|AB\|\le\|A\|\,\|B\|$. The operator norm and the Frobenius norm of square matrices both qualify. The norm of the identity need not be 1, which matters for the Frobenius norm, where it is $\sqrt N$ for $N\times N$ matrices. Neither symmetry nor a spectrum in $[0,1]$ is assumed. The hypotheses `hX` and `hY` are the two norm bounds, and `lipConst M` names the factor $L=6M+6M^2$.

The density matrix $P$ of a single determinant in an orthonormal basis, with occupations 0 and 1, is Hermitian and idempotent, $P^2=P$; the theorems use only the idempotency. It projects onto the occupied space, and $1-P$ projects onto the virtual space.

In a simple linear-scaling purification loop, one step forms `X2 = X*X` and `X3 = X2*X`, combines them as `3*X2 - 2*X3`, and discards small entries to keep the matrix sparse. `truncIter` describes this loop: $Y_{k+1}=T_k(f(Y_k))$, where $T_k$ is the truncation at step $k$. The hypothesis `hT` says that every $T_k$ moves every ring element by at most $\varepsilon$. Dropping entries of magnitude below $\tau$ satisfies this in the Frobenius norm with $\varepsilon=N\tau$. A fixed sparsity pattern that discards some entries does not, because those entries can be arbitrarily large. For a single step, `truncation_step` replaces `hT` by the weaker condition that the computed matrix $Y'$ lies within $\varepsilon$ of $f(Y)$, so errors made inside the products can be included in $\varepsilon$.

The theorem `accumulated_error` compares the truncated iterates with the exact ones, $X_{k+1}=f(X_k)$:

$$\|Y_n-X_n\|\le L^n\|Y_0-X_0\|+\varepsilon\sum_{k<n}L^k .$$

It assumes that both sequences have norm at most $M$ for all $k<n$; this is not derived from the starting matrices. `distance_to_idempotent` gives the same bound with an idempotent $P$ of norm at most $M$ in place of both $X_0$ and $X_n$. Neither theorem states that the iteration converges.

## Bounding one step with the factors in order

Subtracting powers without exchanging factors gives

$$X^{n+2}-Y^{n+2}=X\,(X^{n+1}-Y^{n+1})+(X-Y)\,Y^{n+1}.$$

Suppose that $\|X^{n+1}-Y^{n+1}\|\le(n+1)M^n\|X-Y\|$, which is an equality for $n=0$. The first term on the right is then at most $(n+1)M^{n+1}\|X-Y\|$ and the second at most $M^{n+1}\|X-Y\|$. Their sum has the coefficient $(n+2)M^{n+1}$, as the induction requires. This is `norm_pow_succ_sub_le`, where `hsplit` is the identity above and `h1` and `h2` bound its two terms.

The cases $n=1$ and $n=2$ give

$$\|X^2-Y^2\|\le 2M\|X-Y\|,\qquad \|X^3-Y^3\|\le 3M^2\|X-Y\|.$$

Since $f(X)-f(Y)=3(X^2-Y^2)-2(X^3-Y^3)$, the triangle inequality yields

$$\|f(X)-f(Y)\|\le(3\cdot 2M+2\cdot 3M^2)\,\|X-Y\|=(6M+6M^2)\,\|X-Y\|.$$

The lemma `norm_three_sub_two_le` supplies the triangle inequality. It writes $3A$ as $A+A+A$, because the ring element 3 may have norm larger than 3 when $\|1\|>1$.

In the smallest case, $M=0$, both $X$ and $Y$ vanish and the inequality reads $0\le0$.

## Why the constant cannot be lowered

For $M>0$, `lipConst_sharp` shows that the factor cannot be lowered for real numbers, and hence not for normed rings in general. For $0<t\le M$, expansion gives

$$f(-M)-f(-M+t)=\bigl(L-(3+6M)t+2t^2\bigr)\,t .$$

If a constant $K$ (called `L` in that theorem) bounds the amplification, division by $t$ gives $L-(3+6M)t\le K$, and letting $t\to0$ gives $L\le K$. The Lean proof replaces the limit by a contradiction: if $K<L$, it chooses $t$ so small that $(3+6M)t$ is at most half of $L-K$.

On $[-M,M]$ the steepest slope occurs at $-M$, outside the range $[0,1]$ of physical occupations. For a single occupation $x\in[0,1]$, the slope $f'(x)=6x(1-x)$ is at most $3/2$, whereas $M=1$ gives $L=12$. The bound is therefore a worst-case guarantee, and usually a pessimistic estimate of the error in a run.

## Adding up the truncations

Let $d_n=\|Y_n-X_n\|$. Inserting $f(Y_n)$ between $Y_{n+1}$ and $X_{n+1}$ gives

$$d_{n+1}\le\|Y_{n+1}-f(Y_n)\|+\|f(Y_n)-f(X_n)\|\le\varepsilon+L\,d_n .$$

This is `truncation_step`. Substituting the bound for $d_n$ turns $L^nd_0$ into $L^{n+1}d_0$, and the sum becomes $L\sum_{k<n}L^k+1=\sum_{k<n+1}L^k$. The induction in `accumulated_error` carries this out, with `step` for the recurrence and `amp` for the multiplication by $L$. For $n=0$ the sum is empty and the bound is just the initial error.

For an idempotent, $f(P)=3P-2P=P$, so the exact sequence started at $P$ never moves. Inserting this constant sequence gives `distance_to_idempotent`.

## Which errors purification removes

Near an idempotent, the expansion shows what the norm bound hides. With a perturbation $E$ and $P^2=P$, the terms of $f(P+E)$ linear in $E$ are

$$3(PE+EP)-2(PE+PEP+EP)=PE+EP-2PEP=PE(1-P)+(1-P)EP .$$

This is `offDiag P E`, the part of $E$ that couples occupied and virtual spaces. The remaining terms are

$$3E^2-2(PE^2+EPE+E^2P+E^3),$$

with norm at most $(3+6\|P\|)\|E\|^2+2\|E\|^3$. The expansion is `mcweeny_expansion`, where `noncomm_ring` multiplies out without reordering factors and `simp only [hP]` replaces $P^2$ by $P$. The estimate is `norm_remainder_le`.

Errors within the occupied space or within the virtual space are thus removed to first order, while occupied–virtual coupling passes through with factor one. A truncation error of the second kind is not repaired by further purification at this order.

Two orbitals suffice to see this. In `idempotent_witness`, `occ` has the first orbital occupied and `coupling` mixes the two. The matrices do not commute, and `coupling` equals its own occupied–virtual part, so the linear term returns it unchanged. The proof checks the matrix entries.
